# The Gibbs state of a finite-dimensional Hamiltonian is diagonal in an energy eigenbasis, with Boltzmann weights as entries

The theorem `gibbsState_eq` concerns a Hamiltonian given as a finite complex Hermitian matrix $H$, with any real $\beta$. It states that the Gibbs state $e^{-\beta H}/\operatorname{tr} e^{-\beta H}$ equals $U\,\mathrm{diag}(p_i)\,U^*$, where the columns of the unitary $U$ are energy eigenvectors and $p_i = e^{-\beta E_i}/\sum_k e^{-\beta E_k}$. Each $p_i$ is the weight of a single eigenstate, so a degenerate level contributes one such weight for each of its eigenvectors in the basis. The proof diagonalises $H$, exponentiates the diagonal matrix entry by entry, and divides by the trace, which is the sum of the exponentials.

Lean 4 with Mathlib refuses this proof:

```lean
import Mathlib

open Matrix

namespace GibbsStateEq

noncomputable section

variable {ι : Type*} [Fintype ι] [DecidableEq ι] {H : Matrix ι ι ℂ}

/-- The unitary matrix whose columns are energy eigenvectors of `H`. -/
def eigenbasis (hH : H.IsHermitian) : Matrix ι ι ℂ := hH.eigenvectorUnitary

/-- The Boltzmann weight `p_m` of the single energy eigenstate `m`. -/
def weight (hH : H.IsHermitian) (β : ℝ) (m : ι) : ℝ :=
  Real.exp (-β * hH.eigenvalues m) / ∑ k, Real.exp (-β * hH.eigenvalues k)

/-- The Gibbs state `exp(-βH) / tr exp(-βH)` of a Hermitian matrix `H` on a nonzero space. -/
def gibbsState (β : ℝ) (H : Matrix ι ι ℂ) : Matrix ι ι ℂ :=
  (trace (NormedSpace.exp (-(β : ℂ) • H)))⁻¹ • NormedSpace.exp (-(β : ℂ) • H)

/-- The eigenvector matrix of a Hermitian `H` is unitary and diagonalises `H`. -/
theorem eigenbasis_spec (hH : H.IsHermitian) :
    eigenbasis hH * star (eigenbasis hH) = 1 ∧ star (eigenbasis hH) * eigenbasis hH = 1 ∧
    H = eigenbasis hH * diagonal (fun i => (hH.eigenvalues i : ℂ)) * star (eigenbasis hH) :=
  ⟨Matrix.mem_unitaryGroup_iff.mp hH.eigenvectorUnitary.2,
    Matrix.mem_unitaryGroup_iff'.mp hH.eigenvectorUnitary.2,
    hH.spectral_theorem.trans (Unitary.conjStarAlgAut_apply _ _)⟩

/-- The Gibbs state of a Hermitian `H` is diagonal in the energy eigenbasis, with the
Boltzmann weights as entries. -/
theorem gibbsState_eq (hH : H.IsHermitian) (β : ℝ) :
    gibbsState β H = eigenbasis hH * diagonal (fun i => (weight hH β i : ℂ))
      * star (eigenbasis hH) := by
  obtain ⟨h1, h2, h3⟩ := eigenbasis_spec hH
  have hinv : (eigenbasis hH)⁻¹ = star (eigenbasis hH) := Matrix.inv_eq_right_inv h1
  have hunit : IsUnit (eigenbasis hH) := ⟨⟨_, _, h1, h2⟩, rfl⟩
  have hd : diagonal (fun i => -(β : ℂ) * (hH.eigenvalues i : ℂ))
      = -(β : ℂ) • diagonal (fun i => (hH.eigenvalues i : ℂ)) := by
    ext i j
    by_cases h : i = j <;> simp [Matrix.diagonal, h]
  have hv : NormedSpace.exp (fun i => -(β : ℂ) * (hH.eigenvalues i : ℂ))
      = fun i => ((Real.exp (-β * hH.eigenvalues i) : ℝ) : ℂ) := by
    funext i
    rw [Pi.exp_apply, ← Complex.exp_eq_exp_ℂ]
    simp
  -- exponentiate in the eigenbasis
  have hexp : NormedSpace.exp (-(β : ℂ) • H) = eigenbasis hH
      * diagonal (fun i => ((Real.exp (-β * hH.eigenvalues i) : ℝ) : ℂ))
      * star (eigenbasis hH) := by
    have e : -(β : ℂ) • H = eigenbasis hH
        * diagonal (fun i => -(β : ℂ) * (hH.eigenvalues i : ℂ)) * (eigenbasis hH)⁻¹ := by
      rw [hinv, hd, Matrix.mul_smul, Matrix.smul_mul, ← h3]
    rw [e, Matrix.exp_conj _ _ hunit, Matrix.exp_diagonal, hv, hinv]
  have hp : diagonal (fun i => (weight hH β i : ℂ))
      = ((∑ k, Real.exp (-β * hH.eigenvalues k) : ℝ) : ℂ)⁻¹
        • diagonal (fun i => ((Real.exp (-β * hH.eigenvalues i) : ℝ) : ℂ)) := by
    ext i j
    by_cases h : i = j <;> simp [Matrix.diagonal, h, weight, div_eq_inv_mul]
  unfold gibbsState
  rw [hexp, Matrix.trace_mul_cycle, h2, one_mul, Matrix.trace_diagonal,
    ← Complex.ofReal_sum, hp, Matrix.mul_smul, Matrix.smul_mul]

end

end GibbsStateEq
```

The compiler's answer:

```
Main.lean:45:8: error(lean.unknownIdentifier): Unknown identifier `Pi.exp_apply`
```

Diagnosis. The message says that Lean knows no declaration called `Pi.exp_apply` in this file. The name was meant to supply a step inside `hv`: the exponential of a function `ι → ℂ`, evaluated at `i`, is the exponential of the function's value at `i`. Without it the `rw` cannot proceed.

The repair proves that step as `hi`, from `NormedSpace.map_exp`, which says that a continuous ring homomorphism commutes with the exponential. The homomorphism here is evaluation at `i`, written `Pi.evalRingHom (fun _ : ι => ℂ) i`, and `continuous_apply i` gives its continuity. Rewriting with `hi` then leaves the exponential of a single complex number. From there the original steps serve unchanged: `← Complex.exp_eq_exp_ℂ` turns it into `Complex.exp`, and `simp` matches it with the real exponential cast to `ℂ`.

After these edits no error is left:

```diff
@@ -43,5 +43,9 @@
       = fun i => ((Real.exp (-β * hH.eigenvalues i) : ℝ) : ℂ) := by
     funext i
-    rw [Pi.exp_apply, ← Complex.exp_eq_exp_ℂ]
+    have hi : NormedSpace.exp (fun i => -(β : ℂ) * (hH.eigenvalues i : ℂ)) i
+        = NormedSpace.exp (-(β : ℂ) * (hH.eigenvalues i : ℂ)) :=
+      NormedSpace.map_exp (Pi.evalRingHom (fun _ : ι => ℂ) i) (continuous_apply i)
+        (fun i => -(β : ℂ) * (hH.eigenvalues i : ℂ))
+    rw [hi, ← Complex.exp_eq_exp_ℂ]
     simp
   -- exponentiate in the eigenbasis
```
